# Dissipated power density of a single-band Drude conductor in perpendicular electric and magnetic fields

The model is a single band of carriers with charge −e, mass m, density n and relaxation time τ, all positive, whose steady velocity v balances the friction mv/τ against the Lorentz force −e(E + v × B). The declaration `Band.power_of_perpendicular` states that if E·B = 0, the current density j = −nev dissipates the power density E·j = E²/(ρ₀(1 + μ²B²)), where ρ₀ = m/(ne²τ) is the zero-field resistivity and μ = eτ/m the mobility. The attempt replaces v by the explicit drift velocity from `Band.isSteady_iff` and simplifies the scalar products, where the terms in E·B and E·(E × B) vanish. It then closes the goal with a multiple of `hσ`, the identity neμ = 1/ρ₀.

Lean 4 with Mathlib refuses this proof:

```lean
import Mathlib

open Matrix

namespace PowerOfPerpendicular

noncomputable section

/-- A single band of carriers with charge `-e`: mass `m`, density `n`, elementary charge `e`
and relaxation time `τ`, all positive. -/
structure Band where
  m : ℝ
  n : ℝ
  e : ℝ
  τ : ℝ
  m_pos : 0 < m
  n_pos : 0 < n
  e_pos : 0 < e
  τ_pos : 0 < τ

/-- Steady state: the friction `m v / τ` balances the Lorentz force `-e (E + v × B)`. -/
def Band.IsSteady (M : Band) (E B v : Fin 3 → ℝ) : Prop :=
  (M.m / M.τ) • v = -M.e • (E + v ⨯₃ B)

/-- The current density `j = -n e v`. -/
def Band.current (M : Band) (v : Fin 3 → ℝ) : Fin 3 → ℝ := -(M.n * M.e) • v

/-- The zero-field resistivity `ρ₀ = m / (n e² τ)`. -/
def Band.resistivity (M : Band) : ℝ := M.m / (M.n * M.e ^ 2 * M.τ)

/-- The mobility `μ = e τ / m`. -/
def Band.mobility (M : Band) : ℝ := M.e * M.τ / M.m

/-- The drift velocity
`v = -μ (E + μ² (E·B) B - μ E × B) / (1 + μ² B²)`. -/
def Band.driftVelocity (M : Band) (E B : Fin 3 → ℝ) : Fin 3 → ℝ :=
  (1 + M.mobility ^ 2 * (B ⬝ᵥ B))⁻¹ •
    (-M.mobility • (E + (M.mobility ^ 2 * (E ⬝ᵥ B)) • B - M.mobility • (E ⨯₃ B)))

/-- Two vectors in space are equal when their three Cartesian components agree. -/
theorem vec_ext {a b : Fin 3 → ℝ} (h0 : a 0 = b 0) (h1 : a 1 = b 1) (h2 : a 2 = b 2) :
    a = b := by
  funext i
  fin_cases i
  exacts [h0, h1, h2]

/-- The force balance says that `v = -μ (E + v × B)`. -/
theorem Band.isSteady_iff_mobility (M : Band) (E B v : Fin 3 → ℝ) :
    M.IsSteady E B v ↔ v = -M.mobility • (E + v ⨯₃ B) := by
  have hm := M.m_pos.ne'
  have hτ := M.τ_pos.ne'
  have h1 : M.τ / M.m * (M.m / M.τ) = 1 := by field_simp
  unfold Band.IsSteady Band.mobility
  constructor
  · intro h
    calc v = (M.τ / M.m * (M.m / M.τ)) • v := by rw [h1, one_smul]
      _ = (M.τ / M.m) • ((M.m / M.τ) • v) := mul_smul _ _ _
      _ = (M.τ / M.m) • (-M.e • (E + v ⨯₃ B)) := congrArg (fun x => (M.τ / M.m) • x) h
      _ = -(M.e * M.τ / M.m) • (E + v ⨯₃ B) := by
        rw [smul_smul]
        congr 1
        ring
  · intro h
    have h2 : M.m / M.τ * -(M.e * M.τ / M.m) = -M.e := by
      linear_combination (-M.e) * h1
    calc (M.m / M.τ) • v = (M.m / M.τ) • (-(M.e * M.τ / M.m) • (E + v ⨯₃ B)) :=
          congrArg (fun x => (M.m / M.τ) • x) h
      _ = -M.e • (E + v ⨯₃ B) := by rw [smul_smul, h2]

/-- A velocity is steady in the fields `E` and `B` exactly when it is the drift velocity. -/
theorem Band.isSteady_iff (M : Band) (E B v : Fin 3 → ℝ) :
    M.IsSteady E B v ↔ v = M.driftVelocity E B := by
  have hBB : 0 ≤ B ⬝ᵥ B := Finset.sum_nonneg fun i _ => mul_self_nonneg (B i)
  have hD : 1 + M.mobility ^ 2 * (B ⬝ᵥ B) ≠ 0 :=
    (add_pos_of_pos_of_nonneg one_pos (mul_nonneg (sq_nonneg _) hBB)).ne'
  rw [M.isSteady_iff_mobility, Band.driftVelocity, eq_inv_smul_iff₀ hD]
  generalize M.mobility = μ at hD ⊢
  constructor
  all_goals
    intro h
    have h0 := congrFun h 0
    have h1 := congrFun h 1
    have h2 := congrFun h 2
    simp only [cross_apply, dotProduct, Fin.sum_univ_three, Pi.add_apply, Pi.sub_apply,
      Pi.smul_apply, smul_eq_mul, Matrix.cons_val] at h0 h1 h2
  -- eliminate the magnetic force with the adjugate of the linear system
  · apply vec_ext <;> simp only [cross_apply, dotProduct, Fin.sum_univ_three, Pi.add_apply,
      Pi.sub_apply, Pi.smul_apply, smul_eq_mul, Matrix.cons_val]
    · linear_combination (1 + μ ^ 2 * B 0 ^ 2) * h0 + (μ ^ 2 * B 0 * B 1 - μ * B 2) * h1
        + (μ ^ 2 * B 0 * B 2 + μ * B 1) * h2
    · linear_combination (μ ^ 2 * B 1 * B 0 + μ * B 2) * h0 + (1 + μ ^ 2 * B 1 ^ 2) * h1
        + (μ ^ 2 * B 1 * B 2 - μ * B 0) * h2
    · linear_combination (μ ^ 2 * B 2 * B 0 - μ * B 1) * h0
        + (μ ^ 2 * B 2 * B 1 + μ * B 0) * h1 + (1 + μ ^ 2 * B 2 ^ 2) * h2
  -- conversely, insert the drift velocity in the force balance
  · apply vec_ext <;> apply mul_left_cancel₀ hD <;> simp only [cross_apply, dotProduct,
      Fin.sum_univ_three, Pi.add_apply, Pi.smul_apply, smul_eq_mul, Matrix.cons_val]
    · linear_combination h0 + μ * B 2 * h1 - μ * B 1 * h2
    · linear_combination h1 + μ * B 0 * h2 - μ * B 2 * h0
    · linear_combination h2 + μ * B 1 * h0 - μ * B 0 * h1

/-- If `E` is perpendicular to `B`, the power density dissipated in the steady state is
`E·j = E² / (ρ₀ (1 + μ² B²))`. -/
theorem Band.power_of_perpendicular (M : Band) (E B v : Fin 3 → ℝ)
    (hv : M.IsSteady E B v) (hEB : E ⬝ᵥ B = 0) :
    E ⬝ᵥ M.current v
      = (E ⬝ᵥ E) / (M.resistivity * (1 + M.mobility ^ 2 * (B ⬝ᵥ B))) := by
  -- the zero-field conductivity is `n e μ`
  have hσ : M.n * M.e * M.mobility = 1 / M.resistivity := by
    rw [Band.mobility, Band.resistivity, one_div_div]
    ring
  rw [(M.isSteady_iff E B v).1 hv]
  simp only [Band.current, Band.driftVelocity, dotProduct_smul, dotProduct_add,
    dotProduct_sub, dot_self_cross, hEB, smul_eq_mul, mul_zero, add_zero, sub_zero]
  linear_combination (E ⬝ᵥ E) * (1 + M.mobility ^ 2 * (B ⬝ᵥ B))⁻¹ * hσ

end

end PowerOfPerpendicular
```

Lean reports:

```
Main.lean:115:2: error: ring failed, ring expressions not equal
M : Band
E B v : Fin 3 → ℝ
hv : M.IsSteady E B v
hEB : E ⬝ᵥ B = 0
hσ : M.n * M.e * M.mobility = 1 / M.resistivity
⊢ (1 + M.mobility ^ 2 * B ⬝ᵥ B)⁻¹ * E ⬝ᵥ E * M.resistivity⁻¹ -
      E ⬝ᵥ E * (M.mobility ^ 2 * B ⬝ᵥ B * M.resistivity + M.resistivity)⁻¹ =
    0
```

Cause. The error says that `ring`, which `linear_combination` calls to check the remaining identity, could not bring the difference of the two sides to zero. The identity is true, and the coefficient of `hσ` is right. What fails is the normal form of the inverses. On the right-hand side of the theorem, the denominator is the product ρ₀(1 + μ²B²). `ring` multiplies it out to μ²B²ρ₀ + ρ₀ and then treats the inverse of this sum as an atom. It does not factor the sum again, so it cannot see that this inverse equals (1 + μ²B²)⁻¹ρ₀⁻¹, the form in the other term of the message.

The repair first uses `generalize` to replace 1 + μ²B² by a variable `D` throughout the goal. The denominator is now the monomial ρ₀D, whose inverse `ring` splits into ρ₀⁻¹D⁻¹, and the two terms cancel. The coefficient in `linear_combination` is the same as before, written with `D⁻¹` to match the new goal.

The repair, with which the file compiles:

```diff
@@ -113,5 +113,6 @@
   simp only [Band.current, Band.driftVelocity, dotProduct_smul, dotProduct_add,
     dotProduct_sub, dot_self_cross, hEB, smul_eq_mul, mul_zero, add_zero, sub_zero]
-  linear_combination (E ⬝ᵥ E) * (1 + M.mobility ^ 2 * (B ⬝ᵥ B))⁻¹ * hσ
+  generalize 1 + M.mobility ^ 2 * (B ⬝ᵥ B) = D
+  linear_combination (E ⬝ᵥ E) * D⁻¹ * hσ
 
 end
```
